# The rigid-body bracket obeys the Jacobi identity on smooth functions, and the squared angular momentum is a Casimir

To advance the rotation of a free, rigid, nonlinear molecule by one time step, a simulation can split the kinetic energy \(\sum_i L_i^2/(2I_i)\) into its three terms and follow each term exactly in turn. Each substep turns the angular momentum \(L\) about one body axis and keeps its length. For this classical model of a single torque-free body, the length is kept by any splitting of the energy into smooth functions of \(L\), provided that each part is followed exactly, because its conservation comes from the bracket and not from the form of the energy.

Here \(L=(L_0,L_1,L_2)\) holds the angular momentum components along the body axes, \(I_i\) are the principal moments of inertia, and an observable is a real function of \(L\). The code uses Mathlib's derivatives and cross product.

In Lean 4 with Mathlib:

```lean
import Mathlib

open Matrix
open scoped ContDiff

namespace RigidBodyLiePoisson

noncomputable section
```

The type `AngMom` is \(\mathbb R^3\), written as functions on the indices 0, 1, 2. Mathlib's norm on this type is the largest absolute component, so the squared Euclidean length appears below as the dot product \(L\cdot L\).

```lean
/-- Angular momentum vectors in the body frame. -/
abbrev AngMom := Fin 3 → ℝ
```

Write \(e_i\) for the unit vector along axis \(i\), `Pi.single i 1` in the code, and \(\partial_i\) for the partial derivative along it. The gradient \(\nabla f\) has components \(\partial_i f\), each obtained by applying the Fréchet derivative to \(e_i\).

```lean
/-- The gradient of an observable: the vector of its partial derivatives. -/
def grad (f : AngMom → ℝ) (L : AngMom) : AngMom :=
  fun i => fderiv ℝ f L (Pi.single i 1)
```

The bracket is \(\{f,g\}(L)=-L\cdot(\nabla f\times\nabla g)\). Its minus sign is the body-frame convention.

```lean
/-- The rigid-body bracket `{f, g}(L) = -L · (∇f × ∇g)`. -/
def bracket (f g : AngMom → ℝ) (L : AngMom) : ℝ :=
  -(L ⬝ᵥ (grad f L ⨯₃ grad g L))
```

The entry `hess f L i j` is \(\partial_j\partial_i f(L)\): the second index is differentiated last.

```lean
/-- The matrix of second partial derivatives of an observable. -/
def hess (f : AngMom → ℝ) (L : AngMom) (i j : Fin 3) : ℝ :=
  fderiv ℝ (fun x => grad f x i) L (Pi.single j 1)
```

## (a) The triple product in coordinates

Show that, for vectors \(u,v,w\),
\[
u\cdot(v\times w)=u_0(v_1w_2-v_2w_1)+u_1(v_2w_0-v_0w_2)+u_2(v_0w_1-v_1w_0).
\]

**Solution.** The three parentheses are the components of \(v\times w\). Multiply each by the matching component of \(u\) and add. The proof unfolds the two products in the same way.

```lean
/-- The scalar triple product in coordinates. -/
lemma dot_cross (u v w : AngMom) : u ⬝ᵥ (v ⨯₃ w) =
    u 0 * (v 1 * w 2 - v 2 * w 1) + u 1 * (v 2 * w 0 - v 0 * w 2)
      + u 2 * (v 0 * w 1 - v 1 * w 0) := by
  rw [cross_apply]
  simp [dotProduct, Fin.sum_univ_three]
```

## (b) Mixed second derivatives

Show that a twice continuously differentiable (\(C^2\)) observable satisfies
\[
\partial_j\partial_i f=\partial_i\partial_j f .
\]

**Solution.** The case \(i=j\) is immediate. Otherwise take small nonzero \(s,t\) and set
\[
\Delta=f(L+se_i+te_j)-f(L+se_i)-f(L+te_j)+f(L).
\]
The mean value theorem, applied first along \(e_i\) and then along \(e_j\), gives \(\Delta=st\,\partial_j\partial_i f\) at a point near \(L\). The opposite order gives \(\Delta=st\,\partial_i\partial_j f\) at another nearby point. Divide by \(st\) and let \(s,t\to0\); continuity gives the equality at \(L\).

In the code, `key` identifies `hess` with the second Fréchet derivative, and Mathlib's symmetry theorem finishes the proof.

```lean
/-- The second partial derivatives of a twice continuously differentiable observable commute. -/
lemma hess_symm {f : AngMom → ℝ} (hf : ContDiff ℝ 2 f) (L : AngMom) (i j : Fin 3) :
    hess f L i j = hess f L j i := by
  have hd : Differentiable ℝ (fderiv ℝ f) :=
    (hf.fderiv_right (m := 1) one_add_one_eq_two.le).differentiable (by norm_num)
  have key : ∀ a b : Fin 3, hess f L a b =
      fderiv ℝ (fderiv ℝ f) L (Pi.single b 1) (Pi.single a 1) := by
    intro a b
    unfold hess grad
    rw [fderiv_clm_apply (hd L) (differentiableAt_const _)]
    simp
  rw [key, key]
  exact (hf.contDiffAt.isSymmSndFDerivAt (by simp)).eq _ _
```

## (c) The gradient of a bracket

For \(C^2\) observables \(f,g\), show that
\[
\partial_k\{f,g\}=-\big[e_k\cdot(\nabla f\times\nabla g)+L\cdot(\partial_k\nabla f\times\nabla g)+L\cdot(\nabla f\times\partial_k\nabla g)\big].
\]

**Solution.** The bracket is a product of three factors, \(L\), \(\nabla f\) and \(\nabla g\). Differentiate each in turn, using \(\partial_kL=e_k\).

The proof does this on the coordinate form from (a). `F`, `G` and `X` supply the derivatives of the components of \(\nabla f\), \(\nabla g\) and \(L\), `h` combines them by the product rule, and `ring` matches the two sides.

```lean
/-- The gradient of a bracket, by the product rule. -/
lemma grad_bracket {f g : AngMom → ℝ} (hf : ContDiff ℝ 2 f) (hg : ContDiff ℝ 2 g)
    (L : AngMom) (k : Fin 3) : grad (bracket f g) L k =
      -((Pi.single k 1 : AngMom) ⬝ᵥ (grad f L ⨯₃ grad g L)
        + L ⬝ᵥ ((fun i => hess f L i k) ⨯₃ grad g L)
        + L ⬝ᵥ (grad f L ⨯₃ (fun i => hess g L i k))) := by
  have D : ∀ {p : AngMom → ℝ}, ContDiff ℝ 2 p → ∀ i : Fin 3,
      HasFDerivAt (fun x => grad p x i) (fderiv ℝ (fun x => grad p x i) L) L := by
    intro p hp i
    have hd : Differentiable ℝ (fderiv ℝ p) :=
      (hp.fderiv_right (m := 1) one_add_one_eq_two.le).differentiable (by norm_num)
    exact ((hd L).clm_apply (differentiableAt_const _)).hasFDerivAt
  have F := D hf
  have G := D hg
  have X : ∀ i : Fin 3, HasFDerivAt (fun x : AngMom => x i)
      (ContinuousLinearMap.proj i : AngMom →L[ℝ] ℝ) L := fun i => hasFDerivAt_apply i L
  have h := ((((X 0).mul (((F 1).mul (G 2)).sub ((F 2).mul (G 1)))).add
    ((X 1).mul (((F 2).mul (G 0)).sub ((F 0).mul (G 2))))).add
    ((X 2).mul (((F 0).mul (G 1)).sub ((F 1).mul (G 0))))).neg
  have e := (h.congr_of_eventuallyEq (f₁ := bracket f g)
    (Filter.Eventually.of_forall fun x => congrArg Neg.neg (dot_cross x _ _))).fderiv
  change fderiv ℝ (bracket f g) L (Pi.single k 1) = _
  rw [e]
  simp only [dot_cross, hess, _root_.add_apply, _root_.sub_apply,
    _root_.neg_apply, _root_.smul_apply,
    ContinuousLinearMap.proj_apply, smul_eq_mul, Pi.mul_apply, Pi.sub_apply]
  ring
```

## (d) The Jacobi identity

For \(C^2\) observables \(f,g,h\), show that at every \(L\)
\[
\{f,\{g,h\}\}+\{g,\{h,f\}\}+\{h,\{f,g\}\}=0 .
\]

**Solution.** Let \(u,v,w\) be the gradients of \(f,g,h\) and \(A,B,C\) their Hessian matrices, symmetric by (b). Put \(U=L\times u\), \(V=L\times v\), \(W=L\times w\). Cyclic permutation of the triple products in (c) gives
\[
\nabla\{g,h\}=-\big(v\times w-BW+CV\big).
\]
Since \(\{f,p\}=-U\cdot\nabla p\) for any differentiable \(p\),
\[
\{f,\{g,h\}\}=U\cdot(v\times w)-U\cdot BW+U\cdot CV .
\]
The other two terms are
\[
\{g,\{h,f\}\}=V\cdot(w\times u)-V\cdot CU+V\cdot AW,
\]
\[
\{h,\{f,g\}\}=W\cdot(u\times v)-W\cdot AV+W\cdot BU .
\]
By symmetry the Hessian terms cancel in pairs. What remains is
\[
L\cdot\big[u\times(v\times w)+v\times(w\times u)+w\times(u\times v)\big],
\]
and expanding each double product by \(u\times(v\times w)=v(u\cdot w)-w(u\cdot v)\) makes the square bracket vanish.

The proof inserts (c), replaces the lower off-diagonal Hessian entries by the upper ones, and leaves the cancellation to `ring`.

```lean
/-- The Jacobi identity for twice continuously differentiable observables. -/
theorem jacobi {f g h : AngMom → ℝ} (hf : ContDiff ℝ 2 f) (hg : ContDiff ℝ 2 g)
    (hh : ContDiff ℝ 2 h) (L : AngMom) :
    bracket f (bracket g h) L + bracket g (bracket h f) L + bracket h (bracket f g) L = 0 := by
  have b : ∀ p q : AngMom → ℝ, bracket p q L = -(L ⬝ᵥ (grad p L ⨯₃ grad q L)) :=
    fun _ _ => rfl
  rw [b f, b g, b h]
  simp only [dot_cross, grad_bracket hf hg, grad_bracket hg hh, grad_bracket hh hf,
    Pi.single_apply, Fin.reduceEq, reduceIte]
  -- the second-derivative terms cancel because the Hessians are symmetric
  rw [hess_symm hf L 1 0, hess_symm hf L 2 0, hess_symm hf L 2 1,
    hess_symm hg L 1 0, hess_symm hg L 2 0, hess_symm hg L 2 1,
    hess_symm hh L 1 0, hess_symm hh L 2 0, hess_symm hh L 2 1]
  ring
```

The \(C^2\) condition matters. Let
\[
f=\frac{L_0L_1(L_0^2-L_1^2)}{L_0^2+L_1^2},
\]
with \(f=0\) on the axis \(L_0=L_1=0\), and let \(g=L_0\), \(h=L_1\). This \(f\) is only once continuously differentiable. At \((0,0,1)\), \(\nabla f=0\), \(\partial_1\partial_0f=-1\) and \(\partial_0\partial_1f=1\). Also \(\{h,f\}=L_2\,\partial_0f\) and \(\{f,g\}=L_2\,\partial_1f\), so the cyclic sum is \(0+1+1=2\). These are ordinary partial derivatives; `grad` would return zero for the two inner brackets, which have no Fréchet derivative there.

## (e) The gradient of the squared length

Show that
\[
\nabla(L\cdot L)=2L .
\]

**Solution.** In \(L_0^2+L_1^2+L_2^2\) only \(L_k^2\) depends on \(L_k\), and its derivative is \(2L_k\). The code differentiates the three products and checks each \(k\).

```lean
/-- The gradient of the squared length `L · L` is `2 L`. -/
lemma grad_normSq (L : AngMom) : grad (fun x => x ⬝ᵥ x) L = fun i => 2 * L i := by
  have X : ∀ i : Fin 3, HasFDerivAt (fun x : AngMom => x i)
      (ContinuousLinearMap.proj i : AngMom →L[ℝ] ℝ) L := fun i => hasFDerivAt_apply i L
  have h := (((X 0).mul (X 0)).add ((X 1).mul (X 1))).add ((X 2).mul (X 2))
  have e := (h.congr_of_eventuallyEq (f₁ := fun x : AngMom => x ⬝ᵥ x)
    (Filter.Eventually.of_forall fun x => Fin.sum_univ_three (fun i => x i * x i))).fderiv
  ext k
  unfold grad
  rw [e]
  fin_cases k <;> simp <;> ring
```

## (f) The bracket stays within the smooth functions

Show that
\[
f,g\in C^\infty(\mathbb R^3)\quad\Longrightarrow\quad\{f,g\}\in C^\infty(\mathbb R^3).
\]

**Solution.** The partial derivatives of smooth functions are smooth, and so are the coordinates \(L_i\). By (a) the bracket is built from these by sums and products. The proof assembles smoothness in that order.

```lean
/-- The bracket of two smooth observables is smooth. -/
theorem bracket_smooth {f g : AngMom → ℝ} (hf : ContDiff ℝ ∞ f) (hg : ContDiff ℝ ∞ g) :
    ContDiff ℝ ∞ (bracket f g) := by
  have F : ∀ i : Fin 3, ContDiff ℝ ∞ (fun x => grad f x i) := fun i =>
    (contDiff_infty_iff_fderiv.mp hf).2.clm_apply contDiff_const
  have G : ∀ i : Fin 3, ContDiff ℝ ∞ (fun x => grad g x i) := fun i =>
    (contDiff_infty_iff_fderiv.mp hg).2.clm_apply contDiff_const
  have X : ∀ i : Fin 3, ContDiff ℝ ∞ (fun x : AngMom => x i) := fun i => contDiff_apply ℝ ℝ i
  have h := ((((X 0).mul (((F 1).mul (G 2)).sub ((F 2).mul (G 1)))).add
    ((X 1).mul (((F 2).mul (G 0)).sub ((F 0).mul (G 2))))).add
    ((X 2).mul (((F 0).mul (G 1)).sub ((F 1).mul (G 0))))).neg
  have e : bracket f g = _ := funext fun x => congrArg Neg.neg (dot_cross x _ _)
  rw [e]
  exact h
```

## (g) The Lie–Poisson structure

For smooth \(f,g,h\) and a real number \(a\), show, besides (d) and (f), that
\[
\{f,g\}=-\{g,f\},\qquad \{f,ag+h\}=a\{f,g\}+\{f,h\},
\]
\[
\{f,gh\}=\{f,g\}h+g\{f,h\},\qquad \{L\cdot L,g\}=0 .
\]

**Solution.** Exchanging the factors of the cross product changes its sign, which is antisymmetry. Next, \(\nabla(ag+h)=a\nabla g+\nabla h\) and \(\nabla(gh)=g\nabla h+h\nabla g\); put these into the second factor and expand. By antisymmetry the same rules hold in the first slot. Finally, (e) gives
\[
\{L\cdot L,g\}=-L\cdot(2L\times\nabla g)=0,
\]
because \(L\times\nabla g\) is perpendicular to \(L\). A function whose bracket with every observable vanishes is called a Casimir.

The theorem joins six statements. Smoothness comes from (f) and the Jacobi identity from (d), since smooth functions are \(C^2\). For linearity and the product rule, `s` gives the derivative of the combined function and `e` its gradient.

```lean
/-- Lie-Poisson structure of rigid-body angular momentum: on smooth observables the bracket is
smooth, antisymmetric, linear, obeys the Leibniz rule and the Jacobi identity, and the squared
length of `L` has zero bracket with every observable. -/
theorem lie_poisson {f g h : AngMom → ℝ} (hf : ContDiff ℝ ∞ f) (hg : ContDiff ℝ ∞ g)
    (hh : ContDiff ℝ ∞ h) (a : ℝ) (L : AngMom) :
    ContDiff ℝ ∞ (bracket f g) ∧
    bracket f g L = -bracket g f L ∧
    bracket f (fun x => a * g x + h x) L = a * bracket f g L + bracket f h L ∧
    bracket f (fun x => g x * h x) L = bracket f g L * h L + g L * bracket f h L ∧
    bracket f (bracket g h) L + bracket g (bracket h f) L + bracket h (bracket f g) L = 0 ∧
    bracket (fun x => x ⬝ᵥ x) g L = 0 := by
  have dg := ((contDiff_infty_iff_fderiv.mp hg).1 L).hasFDerivAt
  have dh := ((contDiff_infty_iff_fderiv.mp hh).1 L).hasFDerivAt
  have two : ∀ {p : AngMom → ℝ}, ContDiff ℝ ∞ p → ContDiff ℝ 2 p := fun hp => by
    exact_mod_cast contDiff_infty.mp hp 2
  refine ⟨bracket_smooth hf hg, ?_, ?_, ?_, jacobi (two hf) (two hg) (two hh) L, ?_⟩
  · simp only [bracket, dot_cross]
    ring
  · have s : HasFDerivAt (fun x => a * g x + h x) (a • fderiv ℝ g L + fderiv ℝ h L) L :=
      (dg.const_mul a).add dh
    have e : ∀ i, grad (fun x => a * g x + h x) L i = a * grad g L i + grad h L i := by
      intro i
      unfold grad
      rw [s.fderiv]
      simp
    simp only [bracket, dot_cross, e]
    ring
  · have s : HasFDerivAt (fun x => g x * h x) (g L • fderiv ℝ h L + h L • fderiv ℝ g L) L :=
      dg.mul dh
    have e : ∀ i, grad (fun x => g x * h x) L i = g L * grad h L i + h L * grad g L i := by
      intro i
      unfold grad
      rw [s.fderiv]
      simp
    simp only [bracket, dot_cross, e]
    ring
  · -- the gradient of the squared length is parallel to `L`
    simp only [bracket, dot_cross, grad_normSq]
    ring
```

## (h) Components along body axes

For fixed body vectors \(a,b\), show that
\[
\{a\cdot L,\,b\cdot L\}=-(a\times b)\cdot L .
\]

**Solution.** The gradient of \(a\cdot L\) is \(a\), and that of \(b\cdot L\) is \(b\). Substitute both into the definition. In particular \(\{L_0,L_1\}=-L_2\), the classical analogue, for a rigid body, of the reversed sign in the quantum commutators of body-fixed angular momentum.

In the code, `e` computes the gradient of a linear function.

```lean
/-- Components of `L` along fixed body vectors `a` and `b` satisfy
`{a · L, b · L} = -(a × b) · L`. -/
theorem bracket_components (a b L : AngMom) :
    bracket (fun x => a ⬝ᵥ x) (fun x => b ⬝ᵥ x) L = -((a ⨯₃ b) ⬝ᵥ L) := by
  have e : ∀ c : AngMom, grad (fun x => c ⬝ᵥ x) L = c := by
    intro c
    have X : ∀ i : Fin 3, HasFDerivAt (fun x : AngMom => x i)
        (ContinuousLinearMap.proj i : AngMom →L[ℝ] ℝ) L := fun i => hasFDerivAt_apply i L
    have h := (((X 0).const_mul (c 0)).add ((X 1).const_mul (c 1))).add ((X 2).const_mul (c 2))
    have e := (h.congr_of_eventuallyEq (f₁ := fun x : AngMom => c ⬝ᵥ x)
      (Filter.Eventually.of_forall fun x => Fin.sum_univ_three (fun i => c i * x i))).fderiv
    ext k
    unfold grad
    rw [e]
    fin_cases k <;> simp
  rw [bracket, e, e, dotProduct_comm]
```

## (i) Observables along a motion

Let \(H\) be the energy and suppose that \(L'=L\times\nabla H(L)\) at time \(t\). For differentiable \(f\), show that at that time
\[
\frac{d}{dt}f(L(t))=\{f,H\}(L(t)).
\]

**Solution.** The chain rule and a cyclic permutation give
\[
\nabla f\cdot(L\times\nabla H)=L\cdot(\nabla H\times\nabla f)=-L\cdot(\nabla f\times\nabla H)=\{f,H\}.
\]
For \(H=\sum_iL_i^2/(2I_i)\), \(\nabla H\) is the angular velocity and the assumed equation is Euler's equation without torque. With \(f=L\cdot L\) and smooth \(H\), (g) makes the rate zero. If the equation holds at all times, the length of \(L\) is therefore conserved.

The equation of motion enters as the hypothesis `hL`; the existence of a trajectory is not part of the theorem. In the proof, `lin` writes the derivative of \(f\) along a vector as a dot product with \(\nabla f\), and `ring` does the permutation.

```lean
/-- Along a motion `L' = L × ∇H(L)`, a differentiable observable `f` changes at the
rate `{f, H}`. -/
theorem observable_evolution {f H : AngMom → ℝ} (hf : Differentiable ℝ f) {L : ℝ → AngMom}
    {t : ℝ} (hL : HasDerivAt L (L t ⨯₃ grad H (L t)) t) :
    HasDerivAt (fun s => f (L s)) (bracket f H (L t)) t := by
  have lin : ∀ v : AngMom, fderiv ℝ f (L t) v = v ⬝ᵥ grad f (L t) := by
    intro v
    have hv : v = v 0 • (Pi.single 0 1 : AngMom) + v 1 • (Pi.single 1 1 : AngMom)
        + v 2 • (Pi.single 2 1 : AngMom) := by
      ext i
      fin_cases i <;> simp
    conv_lhs => rw [hv]
    simp only [map_add, map_smul, smul_eq_mul, dotProduct, Fin.sum_univ_three, grad]
  -- chain rule, then a cyclic permutation of the triple product
  refine ((hf (L t)).hasFDerivAt.comp_hasDerivAt t hL).congr_deriv ?_
  rw [lin, dotProduct_comm, bracket, dot_cross, dot_cross]
  ring

end

end RigidBodyLiePoisson
```

```lean
#print axioms RigidBodyLiePoisson.lie_poisson
-- 'RigidBodyLiePoisson.lie_poisson' depends on axioms: [propext, Classical.choice, Quot.sound]
#print axioms RigidBodyLiePoisson.bracket_components
-- 'RigidBodyLiePoisson.bracket_components' depends on axioms: [propext, Classical.choice, Quot.sound]
#print axioms RigidBodyLiePoisson.observable_evolution
-- 'RigidBodyLiePoisson.observable_evolution' depends on axioms: [propext, Classical.choice, Quot.sound]
```
